# A uniform screening charge turns the third-order image-charge correction into a rescaled first-order term

After a charged-defect supercell calculation, a post-processing script adds an image-charge correction to the total energy. The first-order term needs only the charge $q$, the dielectric constant $\varepsilon$, the cell length $L$ and the Madelung constant $\alpha$. The third-order term brings in the second moment $Q$ of the charge density. If $Q$ is taken to come only from a screening charge spread uniformly over the cell, it is known in closed form, and the script can multiply the first-order term by a number instead of integrating a density.

## The shape factor and its bound

Let $W\subset\mathbb R^3$ be a bounded measurable cell shape of volume 1, and let $M=\int_W r^2\,d^3x$, with $r$ the distance from the origin. The actual cell is $LW$, so $L$ is the cube root of its volume. With the charge $q(1-1/\varepsilon)$ spread uniformly over $LW$, and with $L>0$, $\varepsilon\ge 1$ and $\alpha\ne0$,

$$
\frac{\alpha q^2}{2\varepsilon L}-\frac{2\pi qQ}{3\varepsilon L^3}
=\frac{\alpha q^2}{2\varepsilon L}\left[1-\frac{4\pi M}{3\alpha}\left(1-\frac1\varepsilon\right)\right]
\le\frac{\alpha q^2}{2\varepsilon L}.
$$

The charge $q(1-1/\varepsilon)$ stands for the dielectric response. A charge $-q(1-1/\varepsilon)$ gathers near the defect, and because polarisation creates no net charge in a periodic cell, the opposite amount is left spread through the material. The model keeps the second moment of this spread part only.

## The factor in a correction script

In Hartree atomic units the step is three lines:

```python
L = V ** (1 / 3)
E1 = alpha * q**2 / (2 * eps * L)
E_corr = E1 * (1 - 4 * pi * M / (3 * alpha) * (1 - 1 / eps))
```

Here `alpha` must be defined relative to the same `L`, so that a lattice of point charges in a neutralising background has energy $-\alpha q^2/(2L)$ per cell in vacuum. For a simple cubic supercell $\alpha\approx2.837$ and $M=1/4$, which gives the factor $1-0.369\,(1-1/\varepsilon)$, or about $0.67$ at $\varepsilon=10$.

The result also matters for extrapolation in cell size. Within this model of a uniform screening charge and a scalar $\varepsilon$, and for $q\ne0$ and $\varepsilon>1$, the magnitude of $Q$ grows as $L^2$, so the nominal $L^{-3}$ term decays as $1/L$ and changes the slope of the leading term.

## From the scaled cell to the factor

The cell $LW$ has volume $L^3$, so the density is $q(1-1/\varepsilon)/L^3$ inside it and zero outside, and its total charge is $q(1-1/\varepsilon)$. Substituting $x=Ly$ gives

$$
\int_{LW}r^2\,d^3x=L^3\cdot L^2\int_W|y|^2\,d^3y=L^5M,
\qquad
Q=q\left(1-\frac1\varepsilon\right)ML^2 .
$$

The third-order term is then

$$
\frac{2\pi qQ}{3\varepsilon L^3}
=\frac{2\pi q^2M}{3\varepsilon L}\left(1-\frac1\varepsilon\right)
=\frac{\alpha q^2}{2\varepsilon L}\cdot\frac{4\pi M}{3\alpha}\left(1-\frac1\varepsilon\right),
$$

and subtracting it from the first-order term gives the factor. Since $qQ=q^2(1-1/\varepsilon)ML^2\ge0$ for $\varepsilon\ge1$, the subtraction never raises the correction.

**Which shape gives the largest correction.** Let $B$ be the ball of radius $R>0$ about the origin with volume 1. The function $r^2-R^2$ is at most zero on $B$ and positive outside it. Points in both sets contribute equally to the integrals over $B$ and $W$. Points only in $B$ contribute at most zero to the first, and points only in $W$ contribute a positive integrand to the second. Hence

$$
\int_B(r^2-R^2)\,d^3x\le\int_W(r^2-R^2)\,d^3x .
$$

Both volumes are 1, so $R^2$ cancels and $M_B\le M_W$. At fixed $\alpha$, $q$, $\varepsilon$ and $L$, no shape gives a larger correction than the ball.

**The cube.** For the centred unit cube each coordinate contributes $\int_{-1/2}^{1/2}t^2\,dt=1/12$, so $M=1/4$ and the factor is $1-\frac{\pi}{3\alpha}(1-\frac1\varepsilon)$. If $\alpha\ge\pi/3$, then $\pi/(3\alpha)\le1$ and the factor is at least $1/\varepsilon$. The correction is therefore positive for $q\ne0$.

## The Lean file

```lean
import Mathlib

open MeasureTheory Set Real
open scoped Pointwise

namespace ImageChargeShapeFactor

noncomputable section

/-- The squared distance `r²` from the origin in three-dimensional space. -/
def rSq (x : Fin 3 → ℝ) : ℝ := ∑ i, x i ^ 2

/-- The shape moment `M` of a cell: the integral of `r²` over it. -/
def shapeMoment (W : Set (Fin 3 → ℝ)) : ℝ := ∫ x in W, rSq x

/-- The screening charge `q (1 - 1/ε)` spread uniformly over the scaled cell `L W`. -/
def screeningDensity (q ε L : ℝ) (W : Set (Fin 3 → ℝ)) : (Fin 3 → ℝ) → ℝ :=
  (L • W).indicator fun _ => q * (1 - 1 / ε) / volume.real (L • W)

/-- The second moment `Q` of a charge density. -/
def secondMoment (ρ : (Fin 3 → ℝ) → ℝ) : ℝ := ∫ x, ρ x * rSq x

/-- The image-charge correction with its monopole term and its second-moment term. -/
def imageCorrection (α q ε L Q : ℝ) : ℝ :=
  α * q ^ 2 / (2 * ε * L) - 2 * π * q * Q / (3 * ε * L ^ 3)

/-- The cube of unit volume centred at the origin. -/
def unitCube : Set (Fin 3 → ℝ) := Set.pi univ fun _ => Icc (-1 / 2) (1 / 2)

/-- The ball of radius `|R|` about the origin. -/
def ballCell (R : ℝ) : Set (Fin 3 → ℝ) := {x | rSq x ≤ R ^ 2}

private lemma continuous_rSq : Continuous rSq := by
  unfold rSq
  fun_prop

private lemma integrableOn_bounded {f : (Fin 3 → ℝ) → ℝ} (hf : Continuous f)
    {W : Set (Fin 3 → ℝ)} (hb : Bornology.IsBounded W) : IntegrableOn f W :=
  (hf.continuousOn.integrableOn_compact hb.isCompact_closure).mono_set subset_closure

private lemma volume_cell {W : Set (Fin 3 → ℝ)} (hv : volume W = 1) {L : ℝ} (hL : 0 < L) :
    volume.real (L • W) = L ^ 3 := by
  rw [measureReal_def, Measure.addHaar_smul, hv, mul_one, Module.finrank_fin_fun,
    ENNReal.toReal_ofReal (abs_nonneg _), abs_of_pos (by positivity)]

private lemma density_mul (q ε L : ℝ) (W : Set (Fin 3 → ℝ)) :
    (fun x => screeningDensity q ε L W x * rSq x) =
      (L • W).indicator fun x => q * (1 - 1 / ε) / volume.real (L • W) * rSq x := by
  ext x
  simp only [screeningDensity, Set.indicator]
  split_ifs <;> ring

private lemma correction_anti (α : ℝ) {q ε L Q₁ Q₂ : ℝ} (hε : 0 < ε) (hL : 0 < L)
    (h : q * Q₁ ≤ q * Q₂) : imageCorrection α q ε L Q₂ ≤ imageCorrection α q ε L Q₁ := by
  have h2 : 2 * π * q * Q₁ ≤ 2 * π * q * Q₂ := by
    have := mul_le_mul_of_nonneg_left h (by positivity : 0 ≤ 2 * π)
    linarith
  have h3 : 2 * π * q * Q₁ / (3 * ε * L ^ 3) ≤ 2 * π * q * Q₂ / (3 * ε * L ^ 3) :=
    div_le_div_of_nonneg_right h2 (by positivity)
  unfold imageCorrection
  linarith

private lemma screening_nonneg {ε : ℝ} (hε : 1 ≤ ε) : 0 ≤ 1 - 1 / ε := by
  have : 1 / ε ≤ 1 := (div_le_one (by linarith)).mpr hε
  linarith

/-- The model density carries the total charge `q (1 - 1/ε)`. -/
theorem total_charge {W : Set (Fin 3 → ℝ)} (hW : MeasurableSet W) (hv : volume W = 1)
    {L : ℝ} (hL : 0 < L) (q ε : ℝ) :
    ∫ x, screeningDensity q ε L W x = q * (1 - 1 / ε) := by
  unfold screeningDensity
  rw [integral_indicator (hW.const_smul_of_ne_zero hL.ne'), setIntegral_const,
    volume_cell hv hL, smul_eq_mul]
  exact mul_div_cancel₀ _ (by positivity)

/-- The second moment of the uniform screening charge is `q (1 - 1/ε) M L²`. -/
theorem secondMoment_screening {W : Set (Fin 3 → ℝ)} (hW : MeasurableSet W)
    (hv : volume W = 1) {L : ℝ} (hL : 0 < L) (q ε : ℝ) :
    secondMoment (screeningDensity q ε L W) = q * (1 - 1 / ε) * shapeMoment W * L ^ 2 := by
  -- scaling lengths by L multiplies the integral of r² by L⁵
  have hs : ∀ x, rSq (L • x) = L ^ 2 * rSq x := by
    intro x
    simp only [rSq, Pi.smul_apply, smul_eq_mul, mul_pow, Finset.mul_sum]
  have h := Measure.setIntegral_comp_smul_of_pos volume rSq W hL
  simp only [hs, integral_const_mul, Module.finrank_fin_fun, smul_eq_mul] at h
  have h5 : ∫ x in L • W, rSq x = L ^ 3 * (L ^ 2 * shapeMoment W) := by
    unfold shapeMoment
    rw [h, mul_inv_cancel_left₀ (by positivity)]
  unfold secondMoment
  rw [density_mul, integral_indicator (hW.const_smul_of_ne_zero hL.ne'),
    integral_const_mul, h5, volume_cell hv hL]
  generalize 1 - 1 / ε = s
  field_simp

/-- For a bounded cell shape of unit volume the second moment converges, the image-charge
correction is the monopole term times `1 - (4πM/(3α))(1 - 1/ε)`, and it does not exceed the
monopole term. -/
theorem correction_eq_scaled_monopole {W : Set (Fin 3 → ℝ)} (hW : MeasurableSet W)
    (hb : Bornology.IsBounded W) (hv : volume W = 1) {L ε α : ℝ} (hL : 0 < L)
    (hε : 1 ≤ ε) (hα : α ≠ 0) (q : ℝ) :
    Integrable (fun x => screeningDensity q ε L W x * rSq x) ∧
    imageCorrection α q ε L (secondMoment (screeningDensity q ε L W)) =
      α * q ^ 2 / (2 * ε * L) * (1 - 4 * π * shapeMoment W / (3 * α) * (1 - 1 / ε)) ∧
    imageCorrection α q ε L (secondMoment (screeningDensity q ε L W)) ≤
      α * q ^ 2 / (2 * ε * L) := by
  have hε0 : 0 < ε := by linarith
  refine ⟨?_, ?_, ?_⟩
  · rw [density_mul, integrable_indicator_iff (hW.const_smul_of_ne_zero hL.ne')]
    exact ((continuous_const.mul continuous_rSq).continuousOn.integrableOn_compact
      (hb.isCompact_closure.smul L)).mono_set (Set.smul_set_mono subset_closure)
  · rw [secondMoment_screening hW hv hL]
    unfold imageCorrection
    generalize 1 - 1 / ε = s
    field_simp
    ring
  · -- q times the second moment is nonnegative, so its term cannot raise the correction
    have hM : 0 ≤ shapeMoment W :=
      integral_nonneg fun x => Finset.sum_nonneg fun i _ => sq_nonneg (x i)
    have h0 : q * 0 ≤ q * secondMoment (screeningDensity q ε L W) := by
      rw [secondMoment_screening hW hv hL]
      have := mul_nonneg (mul_nonneg (sq_nonneg (q * L)) (screening_nonneg hε)) hM
      linarith
    have h := correction_anti α hε0 hL h0
    simpa [imageCorrection] using h

/-- Among bounded cells of unit volume, the ball about the origin has the smallest
shape moment. -/
theorem shapeMoment_ball_le {W : Set (Fin 3 → ℝ)} (hW : MeasurableSet W)
    (hb : Bornology.IsBounded W) (hv : volume W = 1) {R : ℝ}
    (hR : volume (ballCell R) = 1) : shapeMoment (ballCell R) ≤ shapeMoment W := by
  have hBm : MeasurableSet (ballCell R) :=
    measurableSet_le continuous_rSq.measurable measurable_const
  have hBb : Bornology.IsBounded (ballCell R) := by
    refine (Metric.isBounded_closedBall (x := (0 : Fin 3 → ℝ)) (r := |R|)).subset
      fun x hx => ?_
    have h2 : rSq x ≤ R ^ 2 := hx
    rw [mem_closedBall_zero_iff, pi_norm_le_iff_of_nonneg (abs_nonneg R)]
    intro i
    have h1 : x i ^ 2 ≤ rSq x :=
      Finset.single_le_sum (f := fun j => x j ^ 2) (fun j _ => sq_nonneg (x j))
        (Finset.mem_univ i)
    exact sq_le_sq.mp (h1.trans h2)
  have hg : Continuous fun x => rSq x - R ^ 2 := continuous_rSq.sub continuous_const
  have hsub : ∀ V : Set (Fin 3 → ℝ), Bornology.IsBounded V → volume V = 1 →
      ∫ x in V, (rSq x - R ^ 2) = shapeMoment V - R ^ 2 := by
    intro V hVb hV
    rw [integral_sub (integrableOn_bounded continuous_rSq hVb)
      (integrableOn_bounded continuous_const hVb), setIntegral_const, measureReal_def, hV]
    simp [shapeMoment]
  -- r² - R² is positive only outside the ball
  have key : ∫ x in ballCell R, (rSq x - R ^ 2) ≤ ∫ x in W, (rSq x - R ^ 2) := by
    rw [← integral_indicator hBm, ← integral_indicator hW]
    refine integral_mono ((integrable_indicator_iff hBm).mpr (integrableOn_bounded hg hBb))
      ((integrable_indicator_iff hW).mpr (integrableOn_bounded hg hb)) fun x => ?_
    by_cases h1 : x ∈ ballCell R <;> by_cases h2 : x ∈ W <;>
      simp only [Set.indicator, h1, h2, if_true, if_false] <;>
      simp only [ballCell, Set.mem_ofPred_eq, not_le] at h1 <;> linarith
  rw [hsub _ hBb hR, hsub _ hb hv] at key
  linarith

/-- At fixed cell volume and fixed `α`, the image-charge correction is largest when the
screening charge fills a ball about the origin. -/
theorem correction_le_ball {W : Set (Fin 3 → ℝ)} (hW : MeasurableSet W)
    (hb : Bornology.IsBounded W) (hv : volume W = 1) {R L ε : ℝ}
    (hR : volume (ballCell R) = 1) (hL : 0 < L) (hε : 1 ≤ ε) (α q : ℝ) :
    imageCorrection α q ε L (secondMoment (screeningDensity q ε L W)) ≤
      imageCorrection α q ε L (secondMoment (screeningDensity q ε L (ballCell R))) := by
  have hBm : MeasurableSet (ballCell R) :=
    measurableSet_le continuous_rSq.measurable measurable_const
  apply correction_anti α (by linarith) hL
  rw [secondMoment_screening hW hv hL, secondMoment_screening hBm hR hL]
  have := mul_le_mul_of_nonneg_left (shapeMoment_ball_le hW hb hv hR)
    (mul_nonneg (sq_nonneg (q * L)) (screening_nonneg hε))
  linarith

private lemma cube_bounded : Bornology.IsBounded unitCube :=
  (isCompact_univ_pi fun _ => isCompact_Icc).isBounded

/-- The centred unit cube has shape moment `1/4`. -/
theorem shapeMoment_cube : shapeMoment unitCube = 1 / 4 := by
  let μ : Measure ℝ := volume.restrict (Icc (-1 / 2) (1 / 2))
  have : IsProbabilityMeasure μ :=
    ⟨by simp only [μ]; rw [Measure.restrict_apply_univ, Real.volume_Icc]; norm_num⟩
  have hr : (volume : Measure (Fin 3 → ℝ)).restrict unitCube = Measure.pi fun _ => μ := by
    rw [volume_pi]
    exact Measure.restrict_pi_pi _ _
  -- each Cartesian direction contributes 1/12
  have hc : ∀ i : Fin 3, ∫ x in unitCube, x i ^ 2 = 1 / 12 := by
    intro i
    have hmp := measurePreserving_eval (fun _ : Fin 3 => μ) i
    have h := integral_map (μ := Measure.pi fun _ : Fin 3 => μ)
      hmp.measurable.aemeasurable (f := fun t : ℝ => t ^ 2)
      (continuous_pow 2).aestronglyMeasurable
    rw [hmp.map_eq] at h
    rw [hr]
    refine h.symm.trans ?_
    simp only [μ]
    rw [integral_Icc_eq_integral_Ioc, ← intervalIntegral.integral_of_le (by norm_num),
      integral_pow]
    norm_num
  have hi : ∀ i : Fin 3,
      Integrable (fun x : Fin 3 → ℝ => x i ^ 2) (volume.restrict unitCube) :=
    fun i => integrableOn_bounded (by fun_prop) cube_bounded
  have h01 : Integrable (fun x : Fin 3 → ℝ => x 0 ^ 2 + x 1 ^ 2)
      (volume.restrict unitCube) := (hi 0).add (hi 1)
  unfold shapeMoment rSq
  simp only [Fin.sum_univ_three]
  rw [integral_add h01 (hi 2), integral_add (hi 0) (hi 1), hc, hc, hc]
  norm_num

/-- For a cubic cell the factor is `1 - (π/(3α))(1 - 1/ε)`, and the correction of a charged
defect is positive whenever `α ≥ π/3`. -/
theorem cube_correction {L ε α q : ℝ} (hL : 0 < L) (hε : 1 ≤ ε) (hα : π / 3 ≤ α)
    (hq : q ≠ 0) :
    imageCorrection α q ε L (secondMoment (screeningDensity q ε L unitCube)) =
      α * q ^ 2 / (2 * ε * L) * (1 - π / (3 * α) * (1 - 1 / ε)) ∧
    0 < imageCorrection α q ε L (secondMoment (screeningDensity q ε L unitCube)) := by
  have hα0 : 0 < α := lt_of_lt_of_le (by positivity) hα
  have hε0 : 0 < ε := by linarith
  have hm : MeasurableSet unitCube := MeasurableSet.univ_pi fun _ => measurableSet_Icc
  have hv : volume unitCube = 1 := by
    unfold unitCube
    rw [volume_pi_pi]
    simp only [Real.volume_Icc]
    norm_num
  have h := (correction_eq_scaled_monopole hm cube_bounded hv hL hε hα0.ne' q).2.1
  rw [shapeMoment_cube, show 4 * π * (1 / 4) = π by ring] at h
  refine ⟨h, ?_⟩
  rw [h]
  have h1 : π / (3 * α) ≤ 1 := (div_le_one (by positivity)).mpr (by linarith)
  have h2 := mul_le_mul_of_nonneg_right h1 (screening_nonneg hε)
  have h3 : 0 < 1 / ε := by positivity
  exact mul_pos (by positivity) (by linarith)

end

end ImageChargeShapeFactor
```

```lean
#print axioms ImageChargeShapeFactor.total_charge
#print axioms ImageChargeShapeFactor.correction_le_ball
#print axioms ImageChargeShapeFactor.cube_correction
```

```
'ImageChargeShapeFactor.total_charge' depends on axioms: [propext, Classical.choice, Quot.sound]
'ImageChargeShapeFactor.correction_le_ball' depends on axioms: [propext, Classical.choice, Quot.sound]
'ImageChargeShapeFactor.cube_correction' depends on axioms: [propext, Classical.choice, Quot.sound]
```

## How the definitions encode the charge model

Space is `Fin 3 → ℝ` with Lebesgue measure. The built-in norm on this type is the maximum norm, so the file defines the Euclidean $r^2$ separately as `rSq`, and `ballCell R` is a round ball. `shapeMoment W` is $M$, and `L • W` is the scaled cell.

`screeningDensity` is a function on all of space that vanishes outside one cell, and `secondMoment` integrates it against $r^2$ over all of space. `imageCorrection` is the two-term formula, including its sign convention for $Q$.

The main theorem, `correction_eq_scaled_monopole`, has three conclusions: the integral defining $Q$ converges, the factor is as stated, and the first-order term is an upper bound. `correction_le_ball` compares shapes, with the unit volume of the ball as a hypothesis on `R`. `cube_correction` gives the cubic factor and strict positivity.

## How the proof follows the derivation

`volume_cell` supplies the volume $L^3$, and `total_charge` confirms the normalisation. In `secondMoment_screening`, the change of variables is `Measure.setIntegral_comp_smul_of_pos`, and the fact `hs` supplies the extra $L^2$ from the integrand.

For convergence, the main theorem encloses the bounded cell in a compact set, on which the continuous function $r^2$ is integrable. For the factor, it substitutes $Q$, treats $1-1/\varepsilon$ as a single symbol, and finishes with `field_simp` and `ring`. The bound comes from `correction_anti`, which says that a larger $qQ$ cannot give a larger correction. It is applied by comparing $Q$ with zero.

`shapeMoment_ball_le` compares the two integrands pointwise through `integral_mono`, splitting into the four cases of membership in the ball and in $W$. `correction_le_ball` passes the result through `correction_anti`. In `shapeMoment_cube`, the measure on the cube is written as a product, so each squared coordinate reduces to the one-dimensional integral $1/12$.

## Where the model stops

The two-term correction is a definition here, not a consequence of an Ewald sum, and $\alpha$ is a free parameter that is not computed from a lattice. The uniform screening charge is likewise assumed. A real density also has a localised part with its own second moment, and an anisotropic material needs a dielectric tensor in place of $\varepsilon$.

The shape $W$ need not tile space. The ball does not, so the comparison with it concerns regions filled by screening charge at fixed $\alpha$, not competing supercell lattices.

The value of $M$ depends on where the origin lies and on which unit cell represents the lattice. A script for non-cubic supercells has to fix both, and to establish separately that the isotropic third-order term suits its lattice.
